# A real symmetric Hamiltonian shifted off the real axis has an LDLᵀ factorization without pivoting

## Shifted matrix, pivots and damping

Let $H$ be a real symmetric $n\times n$ matrix, the Hamiltonian in an orthonormal basis of $n$ real orbitals, and let $z$ be a complex energy. Orbitals are numbered from 0, as in Lean's `Fin n`. The superscript $T$ is the plain transpose, without complex conjugation.

```lean
import Mathlib

open Matrix ComplexConjugate

namespace ShiftedHamiltonianLDL

noncomputable section

variable {n : ℕ}
```

The shifted Hamiltonian has entries $H_{ij}-z\,\delta_{ij}$. The type of `H` makes it real; its symmetry enters the theorems as the hypothesis `H.IsSymm`.

```lean
/-- The shifted Hamiltonian `H - z` of a real matrix `H` at complex energy `z`. -/
def shifted (H : Matrix (Fin n) (Fin n) ℝ) (z : ℂ) : Matrix (Fin n) (Fin n) ℂ :=
  H.map (fun a => (a : ℂ)) - z • (1 : Matrix (Fin n) (Fin n) ℂ)
```

`IsLDL A L d` says that $L_{ii}=1$, that $L_{ij}=0$ for $i<j$, and that $A=LDL^T$ with $D=\mathrm{diag}(d_0,\dots,d_{n-1})$. No permutation appears, and $D$ has no $2\times2$ blocks: this is the meaning of "without pivoting".

```lean
/-- `A = L D Lᵀ` with `L` unit lower triangular and `D` the diagonal matrix of pivots `d`. -/
def IsLDL (A L : Matrix (Fin n) (Fin n) ℂ) (d : Fin n → ℂ) : Prop :=
  (∀ i, L i i = 1) ∧ (∀ i j, i < j → L i j = 0) ∧ A = L * diagonal d * Lᵀ
```

For a complex vector $x$, not necessarily normalised, write $\langle x|A|x\rangle=\sum_i x_i^*\sum_j A_{ij}x_j$.

```lean
/-- The number `⟨x|A|x⟩` for a matrix `A` and a vector `x`, without division by the squared norm of
`x`. -/
def form (A : Matrix (Fin n) (Fin n) ℂ) (x : Fin n → ℂ) : ℂ :=
  ∑ i, conj (x i) * ∑ j, A i j * x j
```

A matrix is damped by $\eta$ if $\mathrm{Im}\langle x|A|x\rangle\ge\eta\|x\|^2$ for all $x$, so that in a normalised state the imaginary part is at least $\eta$. Physically, $\eta$ is a level broadening: for $A=H-z$ with $z=E-i\eta$, it is the half-width at half maximum of the Lorentzian lines in the imaginary part of the Green's function.

```lean
/-- The imaginary part of `⟨x|A|x⟩` is at least `η` times the squared norm of `x`. -/
def Damped (η : ℝ) (A : Matrix (Fin n) (Fin n) ℂ) : Prop :=
  ∀ x : Fin n → ℂ, η * ∑ i, ‖x i‖ ^ 2 ≤ (form A x).im
```

## Eliminating the first orbital

Let $A$ now have size $n+1$ and $A_{00}\neq0$. Solving the first equation for the first amplitude and substituting it into the others leaves the Schur complement
$$S_{ij}=A_{i+1,j+1}-\frac{A_{i+1,0}A_{0,j+1}}{A_{00}}.$$

```lean
/-- The matrix left after eliminating the first orbital, for a nonzero pivot `A 0 0`. -/
def schur (A : Matrix (Fin (n + 1)) (Fin (n + 1)) ℂ) : Matrix (Fin n) (Fin n) ℂ :=
  Matrix.of fun i j => A i.succ j.succ - A i.succ 0 * A 0 j.succ / A 0 0
```

The multipliers are $\ell_i=A_{i+1,0}/A_{00}$. A factor $L$ of $S$ is extended to
$$\begin{pmatrix}1&0\\ \ell&L\end{pmatrix}.$$

```lean
/-- The factor `L` extended by the first column of multipliers, for a nonzero pivot `A 0 0`. -/
def border (A : Matrix (Fin (n + 1)) (Fin (n + 1)) ℂ) (L : Matrix (Fin n) (Fin n) ℂ) :
    Matrix (Fin (n + 1)) (Fin (n + 1)) ℂ :=
  Matrix.of (Fin.cons (α := fun _ => Fin (n + 1) → ℂ)
    (Fin.cons (α := fun _ => ℂ) 1 (fun _ => 0))
    (fun i => Fin.cons (α := fun _ => ℂ) (A i.succ 0 / A 0 0) (fun j => L i j)))
```

Products will be compared entry by entry, using $(LDL^T)_{ij}=\sum_k L_{ik}d_kL_{jk}$.

```lean
/-- The entries of `L D Lᵀ` as a sum over pivots. -/
theorem ldl_apply (L : Matrix (Fin n) (Fin n) ℂ) (d : Fin n → ℂ) (i j : Fin n) :
    (L * diagonal d * Lᵀ) i j = ∑ k, L i k * d k * L j k := by
  rw [Matrix.mul_apply]
  simp only [Matrix.mul_diagonal, Matrix.transpose_apply]
```

Extend $x$ to $\tilde x$ by $\tilde x_{i+1}=x_i$ and $\tilde x_0=-\sum_jA_{0,j+1}x_j/A_{00}$. Row 0 of $A\tilde x$ then vanishes, and row $i+1$ is
$$A_{i+1,0}\tilde x_0+\sum_jA_{i+1,j+1}x_j=\sum_jS_{ij}x_j.$$
Multiplying by $x_i^*$ and summing gives $\langle\tilde x|A|\tilde x\rangle=\langle x|S|x\rangle$. In the proof, `e` is the vanishing row and `h` takes the common factor out of the sum.

```lean
/-- For the Schur complement `S` of `A`, the number `⟨x|S|x⟩` equals `⟨y|A|y⟩`, where `y` is `x`
extended by the first amplitude that makes row 0 of `A y` vanish. -/
theorem form_schur (A : Matrix (Fin (n + 1)) (Fin (n + 1)) ℂ) (h0 : A 0 0 ≠ 0)
    (x : Fin n → ℂ) :
    form A (Fin.cons (α := fun _ => ℂ) (-((∑ j, A 0 j.succ * x j) / A 0 0)) x)
      = form (schur A) x := by
  have e : ∀ s : ℂ, A 0 0 * -(s / A 0 0) + s = 0 := by
    intro s
    have h : A 0 0 * (s / A 0 0) = s := by field_simp
    linear_combination -h
  simp only [form, Fin.sum_univ_succ, Fin.cons_zero, Fin.cons_succ]
  -- the first row of the extended vector gives zero
  rw [e, mul_zero, zero_add]
  refine Finset.sum_congr rfl fun i _ => ?_
  have h : ∑ j, A i.succ 0 * A 0 j.succ / A 0 0 * x j
      = A i.succ 0 / A 0 0 * ∑ j, A 0 j.succ * x j := by
    rw [Finset.mul_sum]
    exact Finset.sum_congr rfl fun j _ => by ring
  simp only [schur, Matrix.of_apply, sub_mul, Finset.sum_sub_distrib]
  rw [h]
  ring
```

Damping therefore survives elimination. For $\eta\ge0$,
$$\mathrm{Im}\langle x|S|x\rangle=\mathrm{Im}\langle\tilde x|A|\tilde x\rangle\ge\eta\left(|\tilde x_0|^2+\|x\|^2\right)\ge\eta\|x\|^2.$$

```lean
/-- Eliminating the first orbital, with a nonzero pivot `A 0 0`, preserves a damping bound with `η ≥
0`. -/
theorem damped_schur {η : ℝ} (hη : 0 ≤ η) {A : Matrix (Fin (n + 1)) (Fin (n + 1)) ℂ}
    (h0 : A 0 0 ≠ 0) (hA : Damped η A) : Damped η (schur A) := by
  intro x
  have h := hA (Fin.cons (α := fun _ => ℂ) (-((∑ j, A 0 j.succ * x j) / A 0 0)) x)
  rw [form_schur A h0 x, Fin.sum_univ_succ] at h
  simp only [Fin.cons_zero, Fin.cons_succ] at h
  have hp := mul_nonneg hη (sq_nonneg ‖-((∑ j, A 0 j.succ * x j) / A 0 0)‖)
  rw [mul_add] at h
  linarith
```

Suppose $A$ is symmetric with $A_{00}\neq0$, and $S=LDL^T$. With the extended factor and the pivots $A_{00},d_0,\dots,d_{n-1}$, the product has the entries

- $(0,0)$: $A_{00}$;
- $(i+1,0)$: $\ell_iA_{00}=A_{i+1,0}$;
- $(0,j+1)$: $A_{00}\ell_j=A_{j+1,0}=A_{0,j+1}$;
- $(i+1,j+1)$: $\ell_iA_{00}\ell_j+S_{ij}=A_{i+1,j+1}$.

The splits by `Fin.cases` produce these four cases.

```lean
/-- A factorization of the Schur complement extends to one of the full symmetric matrix. -/
theorem ldl_step {A : Matrix (Fin (n + 1)) (Fin (n + 1)) ℂ} (hA : A.IsSymm)
    (h0 : A 0 0 ≠ 0) {L : Matrix (Fin n) (Fin n) ℂ} {d : Fin n → ℂ}
    (h : IsLDL (schur A) L d) :
    IsLDL A (border A L) (Fin.cons (α := fun _ => ℂ) (A 0 0) d) := by
  obtain ⟨h1, h2, h3⟩ := h
  refine ⟨?_, ?_, ?_⟩
  · intro i
    cases i using Fin.cases with
    | zero => simp [border]
    | succ i => simp [border, h1 i]
  · intro i j hij
    cases i using Fin.cases with
    | zero =>
      cases j using Fin.cases with
      | zero => exact absurd hij (lt_irrefl _)
      | succ j => simp [border]
    | succ i =>
      cases j using Fin.cases with
      | zero => simp at hij
      | succ j => simpa [border] using h2 i j (Fin.succ_lt_succ_iff.mp hij)
  · ext i j
    rw [ldl_apply, Fin.sum_univ_succ]
    have e : ∀ a : ℂ, a / A 0 0 * A 0 0 = a := fun a => div_mul_cancel₀ a h0
    cases i using Fin.cases with
    | zero =>
      cases j using Fin.cases with
      | zero => simp [border]
      | succ j =>
        simp only [border, Matrix.of_apply, Fin.cons_zero, Fin.cons_succ, zero_mul,
          Finset.sum_const_zero, add_zero, one_mul]
        rw [mul_comm, e, hA.apply 0 j.succ]
    | succ i =>
      cases j using Fin.cases with
      | zero =>
        simp only [border, Matrix.of_apply, Fin.cons_zero, Fin.cons_succ, mul_zero,
          Finset.sum_const_zero, add_zero, mul_one]
        rw [e]
      | succ j =>
        have h := congrFun (congrFun h3 i) j
        rw [ldl_apply] at h
        simp only [schur, Matrix.of_apply] at h
        simp only [border, Matrix.of_apply, Fin.cons_zero, Fin.cons_succ]
        rw [← h, e, hA.apply 0 j.succ]
        ring
```

## Induction over the orbitals

An empty matrix has nothing to eliminate. For size $n+1$ and $\eta>0$, putting the first basis vector into the damping bound gives $\mathrm{Im}\,A_{00}\ge\eta>0$, so the first pivot is nonzero. The Schur complement is symmetric, because
$$S_{ji}=A_{j+1,i+1}-\frac{A_{j+1,0}A_{0,i+1}}{A_{00}}=A_{i+1,j+1}-\frac{A_{0,j+1}A_{i+1,0}}{A_{00}}=S_{ij},$$
and it is damped by the same $\eta$. The induction hypothesis `ih` factorizes it, and `ldl_step` adds the first row and column.

```lean
/-- Every complex symmetric matrix with damping `η > 0` has an `L D Lᵀ` factorization
whose pivots all have imaginary part at least `η`. -/
theorem damped_ldl {η : ℝ} (hη : 0 < η) (A : Matrix (Fin n) (Fin n) ℂ)
    (hA : A.IsSymm) (hD : Damped η A) :
    ∃ L d, IsLDL A L d ∧ ∀ i, η ≤ (d i).im := by
  induction n with
  | zero =>
    refine ⟨1, fun _ => 0, ⟨fun i => i.elim0, fun i => i.elim0, ?_⟩, fun i => i.elim0⟩
    ext i j
    exact i.elim0
  | succ n ih =>
    -- the first pivot is the expectation value in the first orbital
    have hp : η ≤ (A 0 0).im := by
      have h := hD (Fin.cons (α := fun _ => ℂ) 1 (fun _ => 0))
      simpa [form, Fin.sum_univ_succ] using h
    have h0 : A 0 0 ≠ 0 := by
      intro h
      rw [h, Complex.zero_im] at hp
      linarith
    have hS : (schur A).IsSymm := by
      ext i j
      simp only [schur, Matrix.transpose_apply, Matrix.of_apply]
      rw [hA.apply i.succ j.succ, hA.apply 0 j.succ, hA.apply i.succ 0]
      ring
    obtain ⟨L, d, hL, hd⟩ := ih (schur A) hS (damped_schur hη.le h0 hD)
    refine ⟨_, _, ldl_step hA h0 hL, fun i => ?_⟩
    cases i using Fin.cases with
    | zero => simpa using hp
    | succ i => simpa using hd i
```

## The Hamiltonian at complex energy

For real symmetric $H$,
$$\langle x|H|x\rangle^*=\sum_{ij}x_iH_{ij}x_j^*=\sum_{ij}x_j^*H_{ji}x_i=\langle x|H|x\rangle,$$
so this number is real. Subtracting $z\|x\|^2$ gives $\mathrm{Im}\langle x|H-z|x\rangle=-\mathrm{Im}\,z\,\|x\|^2$, which is exactly $-\mathrm{Im}\,z$ in a normalised state. The steps `hreal` and `hsplit` are these two statements.

```lean
/-- For real symmetric `H`, the imaginary part of `⟨x|H - z|x⟩` is `-Im z` times the
squared norm of `x`. -/
theorem form_shifted_im {H : Matrix (Fin n) (Fin n) ℝ} (hH : H.IsSymm) (z : ℂ)
    (x : Fin n → ℂ) : (form (shifted H z) x).im = -z.im * ∑ i, ‖x i‖ ^ 2 := by
  have hreal : (∑ i, conj (x i) * ∑ j, (H i j : ℂ) * x j).im = 0 := by
    apply Complex.conj_eq_iff_im.mp
    simp only [map_sum, map_mul, Finset.mul_sum, Complex.conj_ofReal,
      starRingEnd_self_apply]
    rw [Finset.sum_comm]
    refine Finset.sum_congr rfl fun a _ => Finset.sum_congr rfl fun b _ => ?_
    rw [hH.apply a b]
    ring
  have hrow : ∀ i, ∑ j, shifted H z i j * x j = ∑ j, (H i j : ℂ) * x j - z * x i := by
    intro i
    simp [shifted, sub_mul, Finset.sum_sub_distrib, Matrix.one_apply]
  have hn : ∀ i, conj (x i) * x i = ((‖x i‖ ^ 2 : ℝ) : ℂ) := by
    intro i
    rw [mul_comm, Complex.mul_conj, Complex.normSq_eq_norm_sq]
  have hsplit : form (shifted H z) x = (∑ i, conj (x i) * ∑ j, (H i j : ℂ) * x j)
      - z * ((∑ i, ‖x i‖ ^ 2 : ℝ) : ℂ) := by
    rw [Complex.ofReal_sum, Finset.mul_sum, ← Finset.sum_sub_distrib]
    unfold form
    refine Finset.sum_congr rfl fun i _ => ?_
    rw [hrow i, ← hn i]
    ring
  rw [hsplit, Complex.sub_im, hreal, Complex.im_mul_ofReal]
  ring
```

If $\mathrm{Im}\,z<0$, the matrix $H-z$ is damped by $\eta=|\mathrm{Im}\,z|$, and the induction applies directly. If $\mathrm{Im}\,z>0$, it applies to $-(H-z)=(-H)-(-z)$; from $-(H-z)=LDL^T$ follows $H-z=L(-D)L^T$, and the sign change leaves $|\mathrm{Im}\,d_i|$ as it was.

In words, `shifted_ldl` says: for every real symmetric $H$ and every $z$ with $\mathrm{Im}\,z\ne0$ there are a unit lower triangular $L$ and pivots $d_i$ with $H-z=LDL^T$ and $|\mathrm{Im}\,d_i|\ge|\mathrm{Im}\,z|$ for all $i$.

```lean
/-- For real symmetric `H` and `Im z ≠ 0`, the matrix `H - z` has an `L D Lᵀ` factorization
without pivoting, and every pivot satisfies `|Im d i| ≥ |Im z|`. -/
theorem shifted_ldl {H : Matrix (Fin n) (Fin n) ℝ} (hH : H.IsSymm) {z : ℂ}
    (hz : z.im ≠ 0) :
    ∃ L d, IsLDL (shifted H z) L d ∧ ∀ i, |z.im| ≤ |(d i).im| := by
  -- below the real axis the shifted matrix is damped
  have key : ∀ (K : Matrix (Fin n) (Fin n) ℝ) (w : ℂ), K.IsSymm → w.im < 0 →
      ∃ L d, IsLDL (shifted K w) L d ∧ ∀ i, -w.im ≤ (d i).im := by
    intro K w hK hw
    refine damped_ldl (neg_pos.mpr hw) _ ?_ fun x => (form_shifted_im hK w x).ge
    ext i j
    simp only [shifted, Matrix.transpose_apply, Matrix.sub_apply, Matrix.map_apply,
      Matrix.smul_apply, Matrix.one_apply, hK.apply i j, eq_comm]
  rcases lt_or_gt_of_ne hz with h | h
  · obtain ⟨L, d, hL, hd⟩ := key H z hH h
    refine ⟨L, d, hL, fun i => ?_⟩
    rw [abs_of_neg h]
    exact (hd i).trans (le_abs_self _)
  · -- above the real axis, factorize the negative and flip the pivots
    have hN : (-H).IsSymm := by
      ext i j
      simp only [Matrix.transpose_apply, Matrix.neg_apply, hH.apply i j]
    obtain ⟨L, d, ⟨h1, h2, h3⟩, hd⟩ := key (-H) (-z) hN (by simpa using h)
    refine ⟨L, fun i => -d i, ⟨h1, h2, ?_⟩, fun i => ?_⟩
    · have e : shifted H z = -shifted (-H) (-z) := by
        ext i j
        simp only [shifted, Matrix.sub_apply, Matrix.map_apply, Matrix.smul_apply,
          Matrix.neg_apply, smul_eq_mul, Complex.ofReal_neg]
        ring
      rw [e, h3]
      ext i j
      rw [Matrix.neg_apply, ldl_apply, ldl_apply, ← Finset.sum_neg_distrib]
      exact Finset.sum_congr rfl fun k _ => by ring
    · have hi := hd i
      rw [Complex.neg_im, neg_neg] at hi
      rw [abs_of_pos h, Complex.neg_im, abs_neg]
      exact hi.trans (le_abs_self _)
```

Selected inversion obtains chosen elements of $(H-z)^{-1}$ from such a factorization; for a finite real symmetric $H$ in exact arithmetic, the theorem ensures that the factorization exists at every non-real energy. Reordering the orbitals keeps $H$ real symmetric, so the order may be chosen for sparsity. The theorem bounds neither the entries of $L$ nor rounding errors.

As an example, take two orbitals with zero site energies and unit coupling, at $z=i$. The first pivot is $d_0=-i$, the multiplier is $1/(-i)=i$, and the second pivot is $d_1=-i-1/(-i)=-2i$:
$$\begin{pmatrix}-i&1\\1&-i\end{pmatrix}=\begin{pmatrix}1&0\\i&1\end{pmatrix}\begin{pmatrix}-i&0\\0&-2i\end{pmatrix}\begin{pmatrix}1&i\\0&1\end{pmatrix}.$$
Both pivots have an imaginary part of modulus at least $|\mathrm{Im}\,z|=1$.

The same argument serves a non-orthogonal basis with a real symmetric overlap matrix $M$ satisfying $\langle x|M|x\rangle\ge s\|x\|^2$, $s>0$. Since $\mathrm{Im}\langle x|H-zM|x\rangle=-\mathrm{Im}\,z\,\langle x|M|x\rangle$, either $H-zM$ or its negative is damped by $s|\mathrm{Im}\,z|$, which becomes the lower bound on $|\mathrm{Im}\,d_i|$. This variant is derived here by hand only; a Lean proof could use `damped_ldl`.

## Determinant bound and failure at real energies

A unit triangular matrix has determinant 1, so $\det A=\det L\,\det D\,\det L^T=\prod_id_i$.

```lean
/-- The determinant of a factorized matrix is the product of its pivots. -/
theorem det_eq_prod_pivots {A L : Matrix (Fin n) (Fin n) ℂ} {d : Fin n → ℂ}
    (h : IsLDL A L d) : A.det = ∏ i, d i := by
  obtain ⟨h1, h2, h3⟩ := h
  have hL : L.det = 1 := by
    rw [Matrix.det_of_isLowerTriangular L
      (fun i j hij => h2 i j (OrderDual.toDual_lt_toDual.mp hij))]
    simp [h1]
  rw [h3, Matrix.det_mul, Matrix.det_mul, Matrix.det_transpose, hL, Matrix.det_diagonal]
  ring
```

Since $|d_i|\ge|\mathrm{Im}\,d_i|\ge|\mathrm{Im}\,z|$, taking the product over all pivots gives $|\det(H-z)|\ge|\mathrm{Im}\,z|^n$. In the example, the determinant is $(-i)(-2i)=-2$, and the bound is 1.

```lean
/-- For real symmetric `H` of size `n` and `Im z ≠ 0`, `|det (H - z)| ≥ |Im z| ^ n`. -/
theorem det_shifted_bound {H : Matrix (Fin n) (Fin n) ℝ} (hH : H.IsSymm) {z : ℂ}
    (hz : z.im ≠ 0) : |z.im| ^ n ≤ ‖(shifted H z).det‖ := by
  obtain ⟨L, d, hL, hd⟩ := shifted_ldl hH hz
  rw [det_eq_prod_pivots hL, norm_prod]
  calc |z.im| ^ n = ∏ _i : Fin n, |z.im| := by simp
    _ ≤ ∏ i, ‖d i‖ := Finset.prod_le_prod (fun _ _ => abs_nonneg _)
        fun i _ => (hd i).trans (Complex.abs_im_le_norm _)
```

On the real axis the factorization can fail even when $H-E$ is invertible. For any real $E$, take two orbitals with site energies $E$ and unit coupling; then $\det(H-E)=-1$. Because $L_{00}=1$ and $L_{01}=0$, entry $(0,0)$ of $LDL^T$ is $d_0$, which must equal $E-E=0$. Entry $(0,1)$ is $d_0L_{10}=0$, whereas the coupling is 1.

```lean
/-- At any real energy `E`, the two-level Hamiltonian with site energies `E` and unit
coupling has no `L D Lᵀ` factorization of `H - E`. -/
theorem no_ldl_at_real_energy (E : ℝ) :
    ¬ ∃ L d, IsLDL (shifted !![E, 1; 1, E] (E : ℂ)) L d := by
  rintro ⟨L, d, h1, h2, h3⟩
  have a := congrFun (congrFun h3 0) 0
  have b := congrFun (congrFun h3 0) 1
  rw [ldl_apply] at a b
  have h01 : L 0 1 = 0 := h2 0 1 (by decide)
  -- the first pivot vanishes, so the coupling cannot be reproduced
  have hd : d 0 = 0 := by
    simpa [shifted, Fin.sum_univ_two, h1, h01] using a.symm
  simp [shifted, Fin.sum_univ_two, h01, hd] at b

end

end ShiftedHamiltonianLDL
```

```lean
#print axioms ShiftedHamiltonianLDL.shifted_ldl
#print axioms ShiftedHamiltonianLDL.det_shifted_bound
#print axioms ShiftedHamiltonianLDL.no_ldl_at_real_energy
```

```
'ShiftedHamiltonianLDL.shifted_ldl' depends on axioms: [propext, Classical.choice, Quot.sound]
'ShiftedHamiltonianLDL.det_shifted_bound' depends on axioms: [propext, Classical.choice, Quot.sound]
'ShiftedHamiltonianLDL.no_ldl_at_real_energy' depends on axioms: [propext, Classical.choice, Quot.sound]
```
